# The IORA quotient at the exact large component: an error with prefactor $E^2$

Let $(\phi,\chi)$, with $\phi\in\mathbb C^n$ and $\chi\in\mathbb C^m$, be an eigenvector with real eigenvalue $E$ of the block matrix

$$D=\begin{pmatrix}V & cP^\dagger\\ cP & W-2c^2\end{pmatrix},$$

where $V$ is $n\times n$, $W$ is $m\times m$ and Hermitian, $P$ is $m\times n$, and $c$ is real. Put $M(E)=2c^2+E-W$, assume $M(0)$ invertible, and define $K=M(0)^{-1}$, $X=cKP$ and $\Psi=(\phi,X\phi)$. Then

$$X\phi-\chi=E\,K\chi,\qquad \langle\Psi,(D-E)\Psi\rangle=-E^2\langle K\chi,M(E)K\chi\rangle .$$

For $\phi\neq0$ the Rayleigh quotient of $D$ at $\Psi$ is therefore at most $E$ when $M(E)$ is positive semidefinite, and for positive definite $M(E)$ it equals $E$ exactly when $E=0$ or $\chi=0$. For a one-particle Dirac matrix in a finite orthonormal basis, dividing the second identity by $\langle\Psi,\Psi\rangle$ gives the energy error made by replacing the exact small component with the energy-independent regular one. Applied to a potential shifted by a constant, the same formula shows how that error depends on the shift.

In Lean 4 with Mathlib:

```lean
import Mathlib

open Matrix
open scoped ComplexOrder

namespace IORAQuadraticError

noncomputable section

variable {n m : Type*} [Fintype n] [Fintype m] [DecidableEq n] [DecidableEq m]
```

## The model

The types `n` and `m` index the large- and small-component bases, and a spinor is a function on `n ⊕ m`, assembled from its two halves by `Sum.elim`. Units have electron mass one, energies are counted from the rest energy (hence $-2c^2$ in the lower block), and $c$ is the speed of light. $V$ and $W$ represent the potential in the two bases and $P$ represents $\boldsymbol\sigma\cdot\mathbf p$, but the three are arbitrary and unrelated matrices here: no kinetic-balance condition ties the bases together. Both overlap matrices are the identity. The product $\langle a,b\rangle=\sum_i\bar a_i b_i$ is `star a ⬝ᵥ b`.

```lean
/-- The Dirac matrix `[[V, cP†], [cP, W - 2c²]]` on large and small components. -/
def dirac (V : Matrix n n ℂ) (W : Matrix m m ℂ) (P : Matrix m n ℂ) (c : ℝ) :
    Matrix (n ⊕ m) (n ⊕ m) ℂ :=
  fromBlocks V ((c : ℂ) • Pᴴ) ((c : ℂ) • P) (W - ((2 * c ^ 2 : ℝ) : ℂ) • (1 : Matrix m m ℂ))
```

The matrix $M(E)$ is `gap W c E`.

```lean
/-- The small-component operator `2c² + E - W`. -/
def gap (W : Matrix m m ℂ) (c E : ℝ) : Matrix m m ℂ :=
  ((2 * c ^ 2 + E : ℝ) : ℂ) • (1 : Matrix m m ℂ) - W
```

The regular kernel $K$ is the inverse of $M$ at $E=0$. Mathlib's inverse of a singular matrix is zero, so every theorem about $K$ carries the hypothesis `IsUnit (gap W c 0).det`, that is $\det M(0)\neq0$, or its shifted form.

```lean
/-- The regular kernel `K = (2c² - W)⁻¹`. -/
def kernel (W : Matrix m m ℂ) (c : ℝ) : Matrix m m ℂ := (gap W c 0)⁻¹
```

Where $M(E)$ is invertible, the exact relation between the components is $\chi=cM(E)^{-1}P\phi$. Setting $E=0$ inside $M$ gives the coupling $X$ of the regular approximations.

```lean
/-- The regular coupling `X = cKP` from large to small components. -/
def coupling (W : Matrix m m ℂ) (P : Matrix m n ℂ) (c : ℝ) : Matrix m n ℂ :=
  (c : ℂ) • (kernel W c * P)

/-- The regular trial spinor `Ψ = (φ, Xφ)`. -/
def trial (W : Matrix m m ℂ) (P : Matrix m n ℂ) (c : ℝ) (φ : n → ℂ) : n ⊕ m → ℂ :=
  Sum.elim φ (coupling W P c *ᵥ φ)
```

The quantity studied is

$$q=\frac{\operatorname{Re}\langle\Psi,D\Psi\rangle}{\operatorname{Re}\langle\Psi,\Psi\rangle}.$$

Neither $\phi$ nor $\Psi$ is normalised, and the denominator takes care of the scale.

```lean
/-- The IORA quotient `Re⟨Ψ, DΨ⟩ / Re⟨Ψ, Ψ⟩` of the trial spinor built on `φ`. -/
def quotient (V : Matrix n n ℂ) (W : Matrix m m ℂ) (P : Matrix m n ℂ) (c : ℝ) (φ : n → ℂ) : ℝ :=
  (star (trial W P c φ) ⬝ᵥ dirac V W P c *ᵥ trial W P c φ).re /
    (star (trial W P c φ) ⬝ᵥ trial W P c φ).re
```

The name comes from the infinite-order regular approximation (IORA). On paper, for Hermitian $W$, $\langle\Psi,D\Psi\rangle=\langle\phi,(V+c^2P^\dagger KP)\phi\rangle$ and $\langle\Psi,\Psi\rangle=\langle\phi,(1+X^\dagger X)\phi\rangle$, which are the Hamiltonian and the metric of the IORA generalised eigenvalue problem in matrix form; this rewriting serves only to explain the name and is not among the theorems below. Here $K$ is the inverse of the matrix $2c^2-W$. Integrating the function $1/(2c^2-v)$, with $v$ the local potential, between the functions of a finite basis gives in general a different matrix, for which the identities below are not claimed. The theorems evaluate $q$ at the large component of an exact eigenvector of $D$, whose existence is a hypothesis. They say nothing about the eigenvalues or eigenvectors of the IORA problem itself.

## The component equations

Since $2c^2+E$ is real, $M(E)^\dagger=2c^2+E-W^\dagger$, so $M(E)$ is Hermitian if and only if $W$ is. Both directions are used: from $W$ to $M(E)$ in the energy identity, and back when positivity of $M(E)$ is assumed in place of Hermiticity of $W$, because Mathlib's `PosSemidef` and `PosDef` include Hermiticity.

```lean
variable {V : Matrix n n ℂ} {W : Matrix m m ℂ} {P : Matrix m n ℂ} {c E : ℝ}
  {φ : n → ℂ} {χ : m → ℂ}

omit [Fintype m] in
/-- `2c² + E - W` is Hermitian exactly when `W` is. -/
theorem gap_isHermitian_iff : (gap W c E).IsHermitian ↔ W.IsHermitian := by
  have h : star ((2 * c ^ 2 + E : ℝ) : ℂ) = ((2 * c ^ 2 + E : ℝ) : ℂ) := Complex.conj_ofReal _
  unfold Matrix.IsHermitian gap
  rw [conjTranspose_sub, conjTranspose_smul, conjTranspose_one, h, sub_right_inj]
```

For any $a\in\mathbb C^n$ and $b\in\mathbb C^m$, block multiplication gives

$$(D-E)\begin{pmatrix}a\\ b\end{pmatrix}=\begin{pmatrix}Va+cP^\dagger b-Ea\\ cPa-M(E)b\end{pmatrix},$$

because $W-2c^2-E=-M(E)$. The proof expands with `fromBlocks_mulVec` and compares entries in the upper and lower block.

```lean
/-- `D - E` maps `(a, b)` to `(Va + cP†b - Ea, cPa - (2c² + E - W)b)`. -/
theorem shifted_action (a : n → ℂ) (b : m → ℂ) :
    (dirac V W P c - (E : ℂ) • (1 : Matrix (n ⊕ m) (n ⊕ m) ℂ)) *ᵥ Sum.elim a b =
      Sum.elim (V *ᵥ a + (c : ℂ) • (Pᴴ *ᵥ b) - (E : ℂ) • a)
        ((c : ℂ) • (P *ᵥ a) - gap W c E *ᵥ b) := by
  rw [sub_mulVec, smul_mulVec, one_mulVec, dirac, fromBlocks_mulVec]
  ext i
  cases i <;> simp [gap, sub_mulVec, smul_mulVec]
  ring
```

For the eigenvector the left side vanishes, and reading off the two blocks (indices `Sum.inl i` and `Sum.inr i`) yields

$$V\phi+cP^\dagger\chi=E\phi,\qquad cP\phi=M(E)\chi .$$

```lean
/-- The large- and small-component equations that follow from `D(φ, χ) = E(φ, χ)`. -/
theorem eigen_blocks (h : dirac V W P c *ᵥ Sum.elim φ χ = (E : ℂ) • Sum.elim φ χ) :
    V *ᵥ φ + (c : ℂ) • (Pᴴ *ᵥ χ) = (E : ℂ) • φ ∧ (c : ℂ) • (P *ᵥ φ) = gap W c E *ᵥ χ := by
  have h0 : (dirac V W P c - (E : ℂ) • (1 : Matrix (n ⊕ m) (n ⊕ m) ℂ)) *ᵥ Sum.elim φ χ = 0 := by
    rw [sub_mulVec, smul_mulVec, one_mulVec, h, sub_self]
  rw [shifted_action] at h0
  exact ⟨sub_eq_zero.1 (funext fun i => congrFun h0 (Sum.inl i)),
    sub_eq_zero.1 (funext fun i => congrFun h0 (Sum.inr i))⟩
```

## The error in the small component

Apply $K$ to the lower equation and split $M(E)=M(0)+E$:

$$X\phi=K(cP\phi)=K\,(M(0)+E)\,\chi=\chi+E\,K\chi .$$

In the code `h1` is the first equality, `hg` the splitting and `hinv` the relation $KM(0)=1$. No Hermiticity enters.

```lean
/-- If `D(φ, χ) = E(φ, χ)` and `2c² - W` is invertible, then `Xφ - χ = E Kχ`. -/
theorem small_component_error (hK : IsUnit (gap W c 0).det)
    (h : dirac V W P c *ᵥ Sum.elim φ χ = (E : ℂ) • Sum.elim φ χ) :
    coupling W P c *ᵥ φ - χ = (E : ℂ) • (kernel W c *ᵥ χ) := by
  have hg : gap W c E = gap W c 0 + (E : ℂ) • (1 : Matrix m m ℂ) := by
    simp only [gap]
    push_cast
    module
  have hinv : kernel W c * gap W c 0 = 1 := nonsing_inv_mul _ hK
  have h1 : coupling W P c *ᵥ φ = kernel W c *ᵥ ((c : ℂ) • (P *ᵥ φ)) := by
    rw [coupling, smul_mulVec, ← mulVec_mulVec, mulVec_smul]
  -- apply K to cPφ = (2c² - W + E)χ
  rw [h1, (eigen_blocks h).2, hg, mulVec_mulVec, Matrix.mul_add, hinv, Matrix.mul_smul,
    Matrix.mul_one, add_mulVec, one_mulVec, smul_mulVec, add_sub_cancel_left]
```

## The energy identity

Take any $\delta\in\mathbb C^m$ and the spinor $(\phi,\chi+\delta)$. The two component equations cancel everything in the block action except the terms in $\delta$:

$$(D-E)\begin{pmatrix}\phi\\ \chi+\delta\end{pmatrix}=\begin{pmatrix}cP^\dagger\delta\\ -M(E)\delta\end{pmatrix}.$$

The inner product with the same spinor is

$$\langle\phi,cP^\dagger\delta\rangle-\langle\chi,M(E)\delta\rangle-\langle\delta,M(E)\delta\rangle .$$

With $c$ real the first term is $\langle cP\phi,\delta\rangle=\langle M(E)\chi,\delta\rangle$, and with $M(E)$ Hermitian the second is $-\langle M(E)\chi,\delta\rangle$. They cancel and leave $-\langle\delta,M(E)\delta\rangle$. For $\delta=EK\chi$ the spinor is $\Psi$, and the real factor $E$ comes out of both slots as $E^2$.

The statement `key` is this computation for general $\delta$: `e1` and `e2` are the two blocks, `hdot` splits the inner product over them, `h2` and `h1` move $cP^\dagger$ and $M(E)$ across the product, and `hX` inserts $\delta=EK\chi$. The matrix $V$ appears only through the upper eigenvalue equation, so its Hermiticity is never assumed; the reality of $E$ is built into its type. The identity is an equation between complex numbers.

```lean
/-- If `D(φ, χ) = E(φ, χ)`, `2c² - W` is invertible and `W` is Hermitian, then `⟨Ψ, (D - E)Ψ⟩ = -E² ⟨Kχ, (2c² + E - W)Kχ⟩`. -/
theorem energy_error_identity (hW : W.IsHermitian) (hK : IsUnit (gap W c 0).det)
    (h : dirac V W P c *ᵥ Sum.elim φ χ = (E : ℂ) • Sum.elim φ χ) :
    star (trial W P c φ) ⬝ᵥ
        (dirac V W P c - (E : ℂ) • (1 : Matrix (n ⊕ m) (n ⊕ m) ℂ)) *ᵥ trial W P c φ =
      -(E : ℂ) ^ 2 * (star (kernel W c *ᵥ χ) ⬝ᵥ gap W c E *ᵥ (kernel W c *ᵥ χ)) := by
  have hM : (gap W c E).IsHermitian := gap_isHermitian_iff.2 hW
  have hc : star (c : ℂ) = c := Complex.conj_ofReal _
  have hE : star (E : ℂ) = E := Complex.conj_ofReal _
  obtain ⟨ht, hb⟩ := eigen_blocks h
  have hdot : ∀ (a a' : n → ℂ) (b b' : m → ℂ),
      star (Sum.elim a b) ⬝ᵥ Sum.elim a' b' = star a ⬝ᵥ a' + star b ⬝ᵥ b' := by
    intro a a' b b'
    simp [dotProduct, Fintype.sum_sum_type]
  have key : ∀ δ : m → ℂ, star (Sum.elim φ (χ + δ)) ⬝ᵥ
      (dirac V W P c - (E : ℂ) • (1 : Matrix (n ⊕ m) (n ⊕ m) ℂ)) *ᵥ Sum.elim φ (χ + δ) =
      -(star δ ⬝ᵥ gap W c E *ᵥ δ) := by
    intro δ
    -- only δ survives the action of D - E
    have e1 : V *ᵥ φ + (c : ℂ) • (Pᴴ *ᵥ (χ + δ)) - (E : ℂ) • φ = (c : ℂ) • (Pᴴ *ᵥ δ) := by
      rw [← ht, mulVec_add, smul_add]
      abel
    have e2 : (c : ℂ) • (P *ᵥ φ) - gap W c E *ᵥ (χ + δ) = -(gap W c E *ᵥ δ) := by
      rw [hb, mulVec_add]
      abel
    -- the two cross terms are equal
    have h1 : star χ ⬝ᵥ gap W c E *ᵥ δ = star (gap W c E *ᵥ χ) ⬝ᵥ δ := by
      rw [star_mulVec, hM.eq, dotProduct_mulVec]
    have h2 : star φ ⬝ᵥ ((c : ℂ) • (Pᴴ *ᵥ δ)) = star ((c : ℂ) • (P *ᵥ φ)) ⬝ᵥ δ := by
      rw [star_smul, star_mulVec, hc, smul_dotProduct, dotProduct_smul, dotProduct_mulVec]
    rw [shifted_action, e1, e2, hdot, h2, hb, star_add, add_dotProduct, dotProduct_neg,
      dotProduct_neg, h1]
    ring
  have hX : coupling W P c *ᵥ φ = χ + (E : ℂ) • (kernel W c *ᵥ χ) := by
    rw [← small_component_error hK h]
    abel
  rw [trial, hX, key, star_smul, hE, mulVec_smul, smul_dotProduct, dotProduct_smul,
    smul_eq_mul, smul_eq_mul]
  ring
```

## The quotient

If $\phi\neq0$ then $\Psi\neq0$, since $\phi$ is its upper half, so $\langle\Psi,\Psi\rangle>0$. Writing $\langle\Psi,(D-E)\Psi\rangle=\langle\Psi,D\Psi\rangle-E\langle\Psi,\Psi\rangle$, taking real parts and dividing gives

$$q=E-E^2\,\frac{\operatorname{Re}\langle K\chi,M(E)K\chi\rangle}{\operatorname{Re}\langle\Psi,\Psi\rangle}.$$

The proof obtains positivity first in the order on $\mathbb C$ opened by `ComplexOrder`, where $0<z$ means that $z$ is real and positive, and passes to the real part in `hN`. It then clears the denominator and closes with the real part `hre` of the identity. The factor $E^2$ is the explicit prefactor, not the full dependence on $E$: the fraction still depends on $E$ through $M(E)$ and through the eigenvector, and no bound on it is stated.

```lean
/-- If `D(φ, χ) = E(φ, χ)` with `φ ≠ 0`, `W` is Hermitian and `2c² - W` is invertible, then
`Re⟨Ψ, Ψ⟩` is positive and the IORA quotient equals
`E - E² Re⟨Kχ, (2c² + E - W)Kχ⟩ / Re⟨Ψ, Ψ⟩`. -/
theorem quotient_formula (hW : W.IsHermitian) (hK : IsUnit (gap W c 0).det)
    (h : dirac V W P c *ᵥ Sum.elim φ χ = (E : ℂ) • Sum.elim φ χ) (hφ : φ ≠ 0) :
    0 < (star (trial W P c φ) ⬝ᵥ trial W P c φ).re ∧
    quotient V W P c φ = E - E ^ 2 *
      (star (kernel W c *ᵥ χ) ⬝ᵥ gap W c E *ᵥ (kernel W c *ᵥ χ)).re /
        (star (trial W P c φ) ⬝ᵥ trial W P c φ).re := by
  have hΨ : trial W P c φ ≠ 0 := fun h0 => hφ (funext fun i => congrFun h0 (Sum.inl i))
  have hpos : 0 < star (trial W P c φ) ⬝ᵥ trial W P c φ :=
    lt_of_le_of_ne (dotProduct_star_self_nonneg _)
      fun h0 => hΨ (dotProduct_star_self_eq_zero.1 h0.symm)
  have hN : 0 < (star (trial W P c φ) ⬝ᵥ trial W P c φ).re := (Complex.lt_def.1 hpos).1
  refine ⟨hN, ?_⟩
  have hid := energy_error_identity hW hK h
  rw [sub_mulVec, smul_mulVec, one_mulVec, dotProduct_sub, dotProduct_smul] at hid
  have hre := congrArg Complex.re hid
  simp only [Complex.sub_re, smul_eq_mul, Complex.re_ofReal_mul, sq, neg_mul, mul_assoc,
    Complex.neg_re] at hre
  rw [quotient, div_eq_iff hN.ne', sub_mul, div_mul_cancel₀ _ hN.ne']
  linear_combination hre
```

If $M(E)$ is positive semidefinite, the subtracted term is a square times a nonnegative number over a positive one, so $q\le E$. The condition says that no eigenvalue of $W$ exceeds $2c^2+E$, and it is assumed, as is the invertibility of $M(0)$.

```lean
/-- If `D(φ, χ) = E(φ, χ)` with `φ ≠ 0`, `2c² - W` is invertible and `2c² + E - W` is positive
semidefinite, then the IORA quotient is at most `E`. -/
theorem quotient_le (hM : (gap W c E).PosSemidef) (hK : IsUnit (gap W c 0).det)
    (h : dirac V W P c *ᵥ Sum.elim φ χ = (E : ℂ) • Sum.elim φ χ) (hφ : φ ≠ 0) :
    quotient V W P c φ ≤ E := by
  obtain ⟨hN, hf⟩ := quotient_formula (gap_isHermitian_iff.1 hM.1) hK h hφ
  have hr : 0 ≤ (star (kernel W c *ᵥ χ) ⬝ᵥ gap W c E *ᵥ (kernel W c *ᵥ χ)).re :=
    (Complex.le_def.1 (hM.dotProduct_mulVec_nonneg _)).1
  rw [hf]
  exact sub_le_self _ (div_nonneg (mul_nonneg (sq_nonneg E) hr) hN.le)
```

Let $M(E)$ be positive definite. If $E\neq0$ and $\chi\neq0$, then $K\chi\neq0$, because $M(0)K\chi=\chi$; this is `hκ`. The subtracted term is then strictly positive and $q\neq E$. Conversely $E=0$ or $\chi=0$ makes the term vanish.

```lean
/-- If `D(φ, χ) = E(φ, χ)` with `φ ≠ 0`, `2c² - W` is invertible and `2c² + E - W` is positive
definite, then the IORA quotient equals `E` exactly
when `E = 0` or `χ = 0`. -/
theorem quotient_eq_iff (hM : (gap W c E).PosDef) (hK : IsUnit (gap W c 0).det)
    (h : dirac V W P c *ᵥ Sum.elim φ χ = (E : ℂ) • Sum.elim φ χ) (hφ : φ ≠ 0) :
    quotient V W P c φ = E ↔ E = 0 ∨ χ = 0 := by
  obtain ⟨hN, hf⟩ := quotient_formula (gap_isHermitian_iff.1 hM.1) hK h hφ
  rw [hf, sub_eq_self]
  constructor
  · intro h0
    by_contra hne
    obtain ⟨hE, hχ⟩ := not_or.1 hne
    -- K is injective
    have hκ : kernel W c *ᵥ χ ≠ 0 := by
      intro hz
      have h1 : gap W c 0 *ᵥ (kernel W c *ᵥ χ) = χ := by
        rw [mulVec_mulVec, kernel, mul_nonsing_inv _ hK, one_mulVec]
      rw [hz, mulVec_zero] at h1
      exact hχ h1.symm
    have hr : 0 < (star (kernel W c *ᵥ χ) ⬝ᵥ gap W c E *ᵥ (kernel W c *ᵥ χ)).re :=
      (Complex.lt_def.1 (hM.dotProduct_mulVec_pos hκ)).1
    exact (div_pos (mul_pos (by positivity) hr) hN).ne' h0
  · rintro (h0 | h0) <;> simp [h0]
```

## Shifting the potential

Replace $V,W$ by $V+\Delta,\;W+\Delta$ with $\Delta$ real. Then $D$ becomes $D+\Delta$, the eigenvector is unchanged and its eigenvalue is $E+\Delta$ (`h'`). The matrix $M$ at the eigenvalue is unchanged too, since $2c^2+(E+\Delta)-(W+\Delta)=M(E)$ (`hg`). The kernel does change, to $K'=(2c^2-W-\Delta)^{-1}$, now assumed to exist, and with it the trial spinor $\Psi'=(\phi,cK'P\phi)$. The quotient formula applied to the shifted problem gives, for its quotient $q'$,

$$q'-\Delta=E-(E+\Delta)^2\,\frac{\operatorname{Re}\langle K'\chi,M(E)K'\chi\rangle}{\operatorname{Re}\langle\Psi',\Psi'\rangle}.$$

A gauge-independent approximation would have $q'-\Delta$ independent of $\Delta$. Here the deviation from $E$ carries the square of the eigenvalue measured from the new zero of energy, and the right side reduces to $E$ at $\Delta=-E$, where $K'=M(E)^{-1}$. Besides $\phi\neq0$ and the existence of $K'$, only Hermiticity of $W$ is assumed, no positivity, and the theorem is an identity without an inequality attached.

```lean
/-- If `D(φ, χ) = E(φ, χ)` with `φ ≠ 0`, `W` is Hermitian and `2c² - W - Δ` is invertible, then
after shifting both potentials by `Δ` the IORA quotient minus `Δ` equals
`E - (E + Δ)² Re⟨K'χ, (2c² + E - W)K'χ⟩ / Re⟨Ψ', Ψ'⟩`, with `K'`, `Ψ'` built from `W + Δ`. -/
theorem quotient_gauge_shift (Δ : ℝ) (hW : W.IsHermitian)
    (hK : IsUnit (gap (W + (Δ : ℂ) • 1) c 0).det)
    (h : dirac V W P c *ᵥ Sum.elim φ χ = (E : ℂ) • Sum.elim φ χ) (hφ : φ ≠ 0) :
    quotient (V + (Δ : ℂ) • 1) (W + (Δ : ℂ) • 1) P c φ - Δ = E - (E + Δ) ^ 2 *
      (star (kernel (W + (Δ : ℂ) • 1) c *ᵥ χ) ⬝ᵥ
          gap W c E *ᵥ (kernel (W + (Δ : ℂ) • 1) c *ᵥ χ)).re /
        (star (trial (W + (Δ : ℂ) • 1) P c φ) ⬝ᵥ trial (W + (Δ : ℂ) • 1) P c φ).re := by
  have hg : gap (W + (Δ : ℂ) • 1) c (E + Δ) = gap W c E := by
    simp only [gap]
    push_cast
    module
  have hW' : (W + (Δ : ℂ) • (1 : Matrix m m ℂ)).IsHermitian := by
    rw [← gap_isHermitian_iff (c := c) (E := E + Δ), hg]
    exact gap_isHermitian_iff.2 hW
  -- the exact eigenvalue moves to E + Δ
  have h' : dirac (V + (Δ : ℂ) • 1) (W + (Δ : ℂ) • 1) P c *ᵥ Sum.elim φ χ =
      ((E + Δ : ℝ) : ℂ) • Sum.elim φ χ := by
    rw [dirac, fromBlocks_mulVec] at h ⊢
    ext i
    have hi := congrFun h i
    cases i <;> simp [add_mulVec, sub_mulVec, smul_mulVec] at hi ⊢ <;> linear_combination hi
  rw [(quotient_formula hW' hK h' hφ).2, hg]
  ring
```

## A numerical instance

Take one basis function for each component, with $V=-2$, $W=0$, $P=3$, $c=1$:

$$D=\begin{pmatrix}-2&3\\ 3&-2\end{pmatrix},\qquad D\begin{pmatrix}1\\1\end{pmatrix}=\begin{pmatrix}1\\1\end{pmatrix},$$

so $\phi=\chi=1$ and $E=1$. Then $M(0)=2$, $K=\tfrac12$, $M(1)=3>0$, $X=\tfrac32$ and $\Psi=(1,\tfrac32)$. The small-component error is $X\phi-\chi=\tfrac12=EK\chi$. Directly, $D\Psi=(\tfrac52,0)$, $\langle\Psi,D\Psi\rangle=\tfrac52$ and $\langle\Psi,\Psi\rangle=\tfrac{13}4$, so $q=\tfrac{10}{13}$. From the formula, $\langle K\chi,M(1)K\chi\rangle=\tfrac34$ and $q=1-\tfrac{3/4}{13/4}=1-\tfrac3{13}=\tfrac{10}{13}$. The normalised eigenvector is $(1,1)/\sqrt2$; starting from it, the two numbers become $\tfrac38$ and $\tfrac{13}8$ with the same ratio, and the normalised trial spinor is $(2,3)/\sqrt{13}$ in either case.

The same arithmetic on paper shows the gauge dependence. For $\Delta=1$ one has $K'=1$, $\Psi'=(1,3)$ and $q'=\tfrac8{10}$, so $q'-\Delta=-\tfrac15=1-4\cdot\tfrac3{10}$. For $\Delta=-1$ one has $K'=\tfrac13$, $\Psi'=(1,1)$ and $q'-\Delta=1$.

The theorem `iora_witness` covers the unshifted case and states four things: the eigenvalue equation, the invertibility of $M(0)$, the positive definiteness of $M(1)$, and $q=10/13$. Its proof finds $K=\tfrac12$ in `hk` by checking $M(0)\cdot\tfrac12=1$, writes $M(1)$ as the diagonal matrix with entry $3$ in `hg`, and evaluates the finite sums.

```lean
/-- With `V = -2`, `W = 0`, `P = 3`, `c = 1` the spinor `(1, 1)` has eigenvalue `1`, `2c² - W` is
invertible, `2c² + 1 - W` is positive definite, and the IORA quotient is `10/13`. -/
theorem iora_witness :
    dirac !![-2] (0 : Matrix (Fin 1) (Fin 1) ℂ) !![3] 1 *ᵥ Sum.elim ![1] ![1] =
        ((1 : ℝ) : ℂ) • Sum.elim ![1] ![1] ∧
      IsUnit (gap (0 : Matrix (Fin 1) (Fin 1) ℂ) 1 0).det ∧
      (gap (0 : Matrix (Fin 1) (Fin 1) ℂ) 1 1).PosDef ∧
      quotient !![-2] (0 : Matrix (Fin 1) (Fin 1) ℂ) !![3] 1 ![1] = 10 / 13 := by
  have hk : kernel (0 : Matrix (Fin 1) (Fin 1) ℂ) 1 = !![1 / 2] := by
    apply inv_eq_right_inv
    ext i j
    fin_cases i; fin_cases j
    simp [gap, Matrix.mul_apply]
  have hg : gap (0 : Matrix (Fin 1) (Fin 1) ℂ) 1 1 = diagonal fun _ => 3 := by
    ext i j
    fin_cases i; fin_cases j
    simp [gap]
    norm_num
  refine ⟨?_, ?_, ?_, ?_⟩
  · ext i
    rcases i with i | i <;> fin_cases i <;>
      simp [dirac, mulVec, dotProduct, Fintype.sum_sum_type] <;> norm_num
  · simp [gap]
  · rw [hg]
    exact posDef_diagonal_iff.2 fun _ => Complex.lt_def.2 (by norm_num)
  · simp [quotient, trial, coupling, hk, dirac, mulVec, dotProduct, Fintype.sum_sum_type]
    norm_num

end

end IORAQuadraticError
```

```lean
#print axioms IORAQuadraticError.quotient_le
#print axioms IORAQuadraticError.quotient_eq_iff
#print axioms IORAQuadraticError.quotient_gauge_shift
```

```
'IORAQuadraticError.quotient_le' depends on axioms: [propext, Classical.choice, Quot.sound]
'IORAQuadraticError.quotient_eq_iff' depends on axioms: [propext, Classical.choice, Quot.sound]
'IORAQuadraticError.quotient_gauge_shift' depends on axioms: [propext, Classical.choice, Quot.sound]
```
